# For a nonzero mean log hopping ratio, its sign decides whether a random semi-infinite SSH chain almost surely has a zero-energy edge state

A code that classifies a disordered Su–Schrieffer–Heeger (SSH) chain by comparing average hoppings can report an edge state that is not there. Let every intracell hopping be $1$, and let each intercell hopping be $3$ or $1/5$, independently and with equal probability. The average intercell hopping is $1.6$, so the intercell bonds look stronger. The mean logarithm, however, is $\tfrac12\ln(3/5)\approx-0.255$. With probability one, the zero-energy solution starting at the edge grows into the bulk, and no normalisable zero-energy state exists.

## The decay rate is the mean log-ratio

Cell $n=0,1,2,\dots$ has an A site with amplitude $a_n$ and a B site with amplitude $b_n$. The hopping $v_n>0$ couples the two sites of cell $n$, and $w_n>0$ couples B of cell $n$ to A of cell $n+1$. The chain ends on the A site of cell $0$. All on-site energies are zero, so the disorder is in the hoppings only. Write

$$X_n=\ln\frac{w_n}{v_n},\qquad \gamma=\mathbb E[X_0],\qquad z_N=\prod_{n=0}^{N-1}\left(-\frac{v_n}{w_n}\right),\qquad z_0=1.$$

If the $X_n$ are integrable, pairwise independent and identically distributed, then almost surely

$$\frac{\ln|z_N|}{N}\to-\gamma .$$

The mode $z$ is square summable if $\gamma>0$, and $|z_N|\to\infty$ if $\gamma<0$. For $\gamma\neq0$, a nonzero normalisable zero-energy state therefore exists almost surely exactly when $\gamma>0$.

## Slopes and phase labels in disordered-chain codes

A code relies on this limit when it reads a localisation length from the recursion for $z_N$ along one long sample, or labels a disorder distribution by whether it supports an edge state. For this non-interacting, nearest-neighbour model, $1/\gamma$ is the amplitude decay length in cells when $\gamma>0$.

The logarithmic form also suits the numerics. For $\gamma\ne0$ the product $z_N$ eventually underflows or overflows in floating point, whereas the running sum of $X_n$ grows only linearly. A test can compare $-\ln|z_N|/N$ with the known $\gamma$ of the sampling law. If the $X_n$ have finite variance $\sigma^2$, this estimate has standard deviation $\sigma/\sqrt N$, which helps to set the tolerance; that error estimate is an addition to what the Lean file proves.

## From the Hamiltonian to the growth rate

The zero-energy equations on the A sites are

$$v_0b_0=0,\qquad v_{n+1}b_{n+1}+w_nb_n=0 .$$

The first gives $b_0=0$. If $b_n=0$, the second gives $b_{n+1}=0$, so the whole B sublattice is empty. The equations on the B sites are

$$v_na_n+w_na_{n+1}=0,\qquad\text{so}\qquad a_{n+1}=-\frac{v_n}{w_n}a_n ,$$

and iteration gives $a_N=a_0z_N$. Conversely, these amplitudes solve every equation: the A equations contain only B amplitudes, which vanish, and on the B sites

$$v_na_0z_n+w_na_0z_n\left(-\frac{v_n}{w_n}\right)=0 .$$

Taking the logarithm of the modulus turns the product into a sum:

$$\ln|z_N|=\sum_{n=0}^{N-1}\ln\frac{v_n}{w_n}=-\sum_{n=0}^{N-1}X_n .$$

By the strong law of large numbers, $N^{-1}\sum_{n<N}X_n\to\gamma$ almost surely, which gives the rate $-\gamma$.

Suppose $\gamma>0$. Since $-\gamma<-\gamma/2$, all sufficiently large $N$ satisfy $\ln|z_N|/N<-\gamma/2$. Hence

$$|z_N|\le e^{-\gamma N/2},\qquad z_N^2\le (e^{-\gamma})^N ,$$

and comparison with a geometric series gives square summability. The normalised edge state has A amplitudes $z_N/\sqrt{\sum_{M\ge0}z_M^2}$ and zero B amplitudes.

Suppose $\gamma<0$. Then $\ln|z_N|=N\,(\ln|z_N|/N)\to\infty$, because the factor in brackets tends to $-\gamma>0$. Since $\ln x\le x$ for $x>0$, also $|z_N|\to\infty$. A nonzero zero-energy state must have $a_0\ne0$. If it were normalisable, $a_N^2$ would tend to zero and eventually lie below $a_0^2$. But eventually $|z_N|\ge1$, so $a_N^2=a_0^2z_N^2\ge a_0^2$, a contradiction.

## The same steps in Lean

`zero_energy_iff` solves the Hamiltonian equations. Its two inductions are the inductions on $b_n$ and $a_n$ above, and `linear_combination` checks the algebra of the B-site equations. `log_abs_zeroMode` turns the product into a sum by induction on $N$.

Two deterministic lemmas take the rate as a hypothesis. `summable_sq_of_rate` makes the geometric comparison, using `filter_upwards` to restrict to large $N$. `tendsto_abs_of_rate` multiplies the quotient $\ln|a_N|/N$, whose limit is positive, by $N$ and applies $\ln x\le x$.

In `random_zeroMode`, `strong_law_ae_real` supplies the limit for almost every realisation, and the two lemmas then give the alternatives. `edgeState_iff` combines this with `zero_energy_iff`: one direction is the contradiction for $\gamma<0$, the other exhibits the state with A part `zeroMode` and B part zero.

```lean
import Mathlib

open MeasureTheory ProbabilityTheory Filter Topology

namespace RandomSSHChain

noncomputable section

/-- The Hamiltonian of the semi-infinite SSH chain, acting on the pair of amplitude sequences
on the A and B sublattices; `v n` couples the two sites of cell `n`, and `w n` couples site B of
cell `n` to site A of cell `n + 1`. -/
def sshHamiltonian (v w : ℕ → ℝ) (ψ : (ℕ → ℝ) × (ℕ → ℝ)) : (ℕ → ℝ) × (ℕ → ℝ) :=
  (fun n => v n * ψ.2 n + (match n with
    | 0 => 0
    | m + 1 => w m * ψ.2 m),
   fun n => v n * ψ.1 n + w n * ψ.1 (n + 1))

/-- The product of the factors `-v n / w n` over the first `N` cells, for nonzero `w n`. -/
def zeroMode (v w : ℕ → ℝ) (N : ℕ) : ℝ := ∏ n ∈ Finset.range N, (-(v n / w n))

/-- The chain has an edge state: a nonzero, square-summable state of zero energy. -/
def HasEdgeState (v w : ℕ → ℝ) : Prop :=
  ∃ ψ : (ℕ → ℝ) × (ℕ → ℝ), ψ ≠ 0 ∧ sshHamiltonian v w ψ = 0 ∧
    Summable (fun n => ψ.1 n ^ 2) ∧ Summable (fun n => ψ.2 n ^ 2)

/-- The logarithm of the hopping ratio `w n / v n` in cell `n`, for positive random hoppings. -/
def logRatio {Ω : Type*} (v w : ℕ → Ω → ℝ) (n : ℕ) (ω : Ω) : ℝ := Real.log (w n ω / v n ω)

/-- A random SSH chain: positive hoppings on a probability space whose log-ratios are integrable,
pairwise independent and identically distributed with mean `γ`. -/
structure IsRandomChain {Ω : Type*} [MeasurableSpace Ω] (μ : Measure Ω)
    (v w : ℕ → Ω → ℝ) (γ : ℝ) : Prop where
  prob : IsProbabilityMeasure μ
  v_pos : ∀ n ω, 0 < v n ω
  w_pos : ∀ n ω, 0 < w n ω
  integrable : Integrable (logRatio v w 0) μ
  indep : Pairwise fun m n => IndepFun (logRatio v w m) (logRatio v w n) μ
  ident : ∀ n, IdentDistrib (logRatio v w n) (logRatio v w 0) μ μ
  mean : ∫ ω, logRatio v w 0 ω ∂μ = γ

/-- For nonzero hoppings, a state has zero energy exactly when it vanishes on sublattice B and is
a multiple of `zeroMode` on sublattice A. -/
theorem zero_energy_iff {v w : ℕ → ℝ} (hv : ∀ n, v n ≠ 0) (hw : ∀ n, w n ≠ 0)
    (ψ : (ℕ → ℝ) × (ℕ → ℝ)) :
    sshHamiltonian v w ψ = 0 ↔ ψ.2 = 0 ∧ ∀ n, ψ.1 n = ψ.1 0 * zeroMode v w n := by
  have e : ∀ n, w n * (v n / w n) = v n := fun n => by
    have hwn := hw n
    field_simp
  have hz : ∀ n, zeroMode v w (n + 1) = zeroMode v w n * (-(v n / w n)) :=
    fun n => Finset.prod_range_succ _ n
  constructor
  · intro h
    constructor
    · -- the end of the chain forces the B amplitudes to vanish one after another
      funext n
      show ψ.2 n = 0
      induction n with
      | zero =>
        have h0 : v 0 * ψ.2 0 + 0 = 0 := congrFun (congrArg Prod.fst h) 0
        simpa [hv 0] using h0
      | succ n ih =>
        have h1 : v (n + 1) * ψ.2 (n + 1) + w n * ψ.2 n = 0 :=
          congrFun (congrArg Prod.fst h) (n + 1)
        rw [ih] at h1
        simpa [hv (n + 1)] using h1
    · intro n
      induction n with
      | zero => simp [zeroMode]
      | succ n ih =>
        have h1 : v n * ψ.1 n + w n * ψ.1 (n + 1) = 0 := congrFun (congrArg Prod.snd h) n
        have h2 : ψ.1 (n + 1) = ψ.1 n * (-(v n / w n)) := by
          apply mul_left_cancel₀ (hw n)
          linear_combination h1 + ψ.1 n * e n
        rw [hz, h2, ih, mul_assoc]
  · rintro ⟨hB, hA⟩
    refine Prod.ext (funext fun n => ?_) (funext fun n => ?_)
    · cases n with
      | zero =>
        show v 0 * ψ.2 0 + 0 = 0
        simp [hB]
      | succ n =>
        show v (n + 1) * ψ.2 (n + 1) + w n * ψ.2 n = 0
        simp [hB]
    · show v n * ψ.1 n + w n * ψ.1 (n + 1) = 0
      rw [hA (n + 1), hA n, hz]
      linear_combination -(ψ.1 0 * zeroMode v w n) * e n

/-- For positive hoppings, the logarithm of the modulus of the zero-mode amplitude is minus the sum
of the log-ratios of the cells passed. -/
theorem log_abs_zeroMode {v w : ℕ → ℝ} (hv : ∀ n, 0 < v n) (hw : ∀ n, 0 < w n) (N : ℕ) :
    Real.log |zeroMode v w N| = -∑ n ∈ Finset.range N, Real.log (w n / v n) := by
  have hf : ∀ n, -(v n / w n) ≠ 0 := fun n =>
    neg_ne_zero.mpr (div_ne_zero (hv n).ne' (hw n).ne')
  induction N with
  | zero => simp [zeroMode]
  | succ n ih =>
    have hne : zeroMode v w n ≠ 0 := Finset.prod_ne_zero_iff.mpr fun k _ => hf k
    have hz : zeroMode v w (n + 1) = zeroMode v w n * (-(v n / w n)) :=
      Finset.prod_range_succ _ n
    rw [hz, abs_mul, Real.log_mul (abs_ne_zero.mpr hne) (abs_ne_zero.mpr (hf n)), ih,
      Finset.sum_range_succ, abs_neg, Real.log_abs, Real.log_div (hv n).ne' (hw n).ne',
      Real.log_div (hw n).ne' (hv n).ne']
    ring

/-- An amplitude with exponential rate `-γ` is square summable if `γ > 0`. -/
theorem summable_sq_of_rate {a : ℕ → ℝ} {γ : ℝ} (hγ : 0 < γ)
    (h : Tendsto (fun N : ℕ => Real.log |a N| / N) atTop (𝓝 (-γ))) :
    Summable (fun N => a N ^ 2) := by
  have hg : Summable (fun N : ℕ => Real.exp (-γ) ^ N) :=
    summable_geometric_of_lt_one (Real.exp_pos _).le (Real.exp_lt_one_iff.mpr (by linarith))
  refine Summable.of_norm_bounded_eventually_nat hg ?_
  -- far from the edge the rate is below half its limit
  filter_upwards [h.eventually_lt_const (show -γ < -γ / 2 by linarith),
    eventually_gt_atTop 0] with N hN hpos
  have hN0 : (0 : ℝ) < N := by exact_mod_cast hpos
  have h1 : |a N| ≤ Real.exp (-γ / 2 * N) :=
    (Real.le_exp_log _).trans (Real.exp_le_exp.mpr ((div_lt_iff₀ hN0).mp hN).le)
  have h2 : Real.exp (-γ) ^ N = Real.exp (-γ / 2 * N) ^ 2 := by
    rw [← Real.exp_nat_mul, ← Real.exp_nat_mul]
    congr 1
    push_cast
    ring
  rw [h2, norm_pow, Real.norm_eq_abs]
  exact pow_le_pow_left₀ (abs_nonneg _) h1 2

/-- An amplitude with exponential rate `-γ` grows without bound in modulus if `γ < 0`. -/
theorem tendsto_abs_of_rate {a : ℕ → ℝ} {γ : ℝ} (hγ : γ < 0)
    (h : Tendsto (fun N : ℕ => Real.log |a N| / N) atTop (𝓝 (-γ))) :
    Tendsto (fun N => |a N|) atTop atTop := by
  have h1 := h.pos_mul_atTop (neg_pos.mpr hγ) (tendsto_natCast_atTop_atTop (R := ℝ))
  refine tendsto_atTop_mono' atTop ?_ h1
  filter_upwards [eventually_gt_atTop 0] with N hpos
  have hN0 : (N : ℝ) ≠ 0 := by exact_mod_cast hpos.ne'
  rw [div_mul_cancel₀ _ hN0]
  exact Real.log_le_self (abs_nonneg _)

/-- In a random SSH chain with mean log-ratio `γ`, almost surely the zero mode has exponential
rate `-γ`; it is square summable if `γ > 0` and grows without bound in modulus if `γ < 0`. -/
theorem random_zeroMode {Ω : Type*} [MeasurableSpace Ω] {μ : Measure Ω}
    {v w : ℕ → Ω → ℝ} {γ : ℝ} (h : IsRandomChain μ v w γ) :
    ∀ᵐ ω ∂μ,
      Tendsto (fun N : ℕ => Real.log |zeroMode (fun n => v n ω) (fun n => w n ω) N| / N)
        atTop (𝓝 (-γ)) ∧
      (0 < γ → Summable fun N => zeroMode (fun n => v n ω) (fun n => w n ω) N ^ 2) ∧
      (γ < 0 → Tendsto (fun N => |zeroMode (fun n => v n ω) (fun n => w n ω) N|)
        atTop atTop) := by
  -- the strong law of large numbers for the log-ratios
  filter_upwards [strong_law_ae_real (logRatio v w) h.integrable h.indep h.ident] with ω hω
  have key : Tendsto
      (fun N : ℕ => Real.log |zeroMode (fun n => v n ω) (fun n => w n ω) N| / N)
      atTop (𝓝 (-γ)) := by
    rw [← h.mean]
    refine hω.neg.congr fun N => ?_
    rw [log_abs_zeroMode (fun n => h.v_pos n ω) (fun n => h.w_pos n ω)]
    simp only [logRatio]
    ring
  exact ⟨key, fun hγ => summable_sq_of_rate hγ key, fun hγ => tendsto_abs_of_rate hγ key⟩

/-- In a random SSH chain with nonzero mean log-ratio `γ`, almost surely an edge state exists
if and only if `γ > 0`. -/
theorem edgeState_iff {Ω : Type*} [MeasurableSpace Ω] {μ : Measure Ω}
    {v w : ℕ → Ω → ℝ} {γ : ℝ} (h : IsRandomChain μ v w γ) (hγ : γ ≠ 0) :
    ∀ᵐ ω ∂μ, (HasEdgeState (fun n => v n ω) (fun n => w n ω) ↔ 0 < γ) := by
  filter_upwards [random_zeroMode h] with ω hω
  obtain ⟨-, hs, hd⟩ := hω
  have hiff := zero_energy_iff (v := fun n => v n ω) (w := fun n => w n ω)
    (fun n => (h.v_pos n ω).ne') (fun n => (h.w_pos n ω).ne')
  constructor
  · rintro ⟨ψ, hψ, h0, hsum, -⟩
    by_contra hn
    have hneg : γ < 0 := lt_of_le_of_ne (not_lt.mp hn) hγ
    obtain ⟨hB, hA⟩ := (hiff ψ).mp h0
    have hc : ψ.1 0 ≠ 0 := fun hc =>
      hψ (Prod.ext (funext fun n => by rw [hA n, hc, zero_mul]; rfl) hB)
    -- a growing mode cannot have amplitudes tending to zero
    obtain ⟨N, h1, h2⟩ := ((hsum.tendsto_atTop_zero.eventually_lt_const
      (pow_pos (abs_pos.mpr hc) 2)).and ((hd hneg).eventually_ge_atTop 1)).exists
    rw [hA N, mul_pow, sq_abs] at h1
    have h3 : 1 ≤ zeroMode (fun n => v n ω) (fun n => w n ω) N ^ 2 := by
      rw [← sq_abs]
      exact one_le_pow₀ h2
    nlinarith [mul_le_mul_of_nonneg_left h3 (sq_nonneg (ψ.1 0))]
  · intro hpos
    refine ⟨(zeroMode (fun n => v n ω) (fun n => w n ω), 0), fun e => ?_,
      (hiff _).mpr ⟨rfl, fun n => by simp [zeroMode]⟩, hs hpos, by simp [summable_zero]⟩
    have e0 : zeroMode (fun n => v n ω) (fun n => w n ω) 0 = 0 :=
      congrFun (congrArg Prod.fst e) 0
    simp [zeroMode] at e0

/-- If `w n = v n` and `v n` is nonzero for every `n`, the zero mode has modulus one in every cell.
-/
theorem abs_zeroMode_critical {v : ℕ → ℝ} (hv : ∀ n, v n ≠ 0) (N : ℕ) :
    |zeroMode v v N| = 1 := by
  simp [zeroMode, hv]

/-- Every probability law `ν` on the real line with finite mean gives a random SSH chain: take
`v n = 1` and `w n = exp (x n)` with independent `x n` of law `ν`. -/
theorem isRandomChain_witness (ν : Measure ℝ) [IsProbabilityMeasure ν]
    (hν : Integrable id ν) :
    IsRandomChain (Measure.infinitePi fun _ : ℕ => ν) (fun _ _ => 1)
      (fun n x => Real.exp (x n)) (∫ x, id x ∂ν) := by
  have e : ∀ n, logRatio (fun _ _ => 1) (fun n (x : ℕ → ℝ) => Real.exp (x n)) n
      = fun x => x n := fun n => by
    funext x
    simp [logRatio]
  have hid : ∀ n : ℕ, IdentDistrib (fun x : ℕ → ℝ => x n) id
      (Measure.infinitePi fun _ : ℕ => ν) ν := fun n =>
    ⟨(measurable_pi_apply n).aemeasurable, aemeasurable_id, by
      rw [Measure.map_id]
      exact (measurePreserving_eval_infinitePi (fun _ : ℕ => ν) n).map_eq⟩
  refine ⟨inferInstance, fun _ _ => one_pos, fun _ _ => Real.exp_pos _, ?_, ?_, ?_, ?_⟩
  · rw [e]
    exact (hid 0).integrable_iff.mpr hν
  · intro m n hmn
    show IndepFun (logRatio _ _ m) (logRatio _ _ n) _
    rw [e m, e n]
    exact (iIndepFun_infinitePi (P := fun _ : ℕ => ν) (X := fun _ x => x)
      (fun _ => measurable_id)).indepFun hmn
  · intro n
    rw [e n, e 0]
    exact (hid n).trans (hid 0).symm
  · rw [e 0]
    exact (hid 0).integral_eq

end

end RandomSSHChain
```

```lean
#print axioms RandomSSHChain.edgeState_iff
-- 'RandomSSHChain.edgeState_iff' depends on axioms: [propext, Classical.choice, Quot.sound]
#print axioms RandomSSHChain.abs_zeroMode_critical
-- 'RandomSSHChain.abs_zeroMode_critical' depends on axioms: [propext, Classical.choice, Quot.sound]
```

## Which chains and states are covered

**States.** In `sshHamiltonian`, a state `ψ` is a pair of real sequences, with `ψ.1` on A and `ψ.2` on B. The Hamiltonian acts on all such pairs, including those that grow. Normalisability enters through `HasEdgeState`, which asks for a nonzero zero-energy state that is square summable on both sublattices. Real amplitudes lose nothing here: the hoppings are real, so the real and imaginary parts of a complex zero-energy state solve the equations separately.

**Disorder.** A point `ω` of the probability space `Ω` is one realisation of the chain, `μ` is the probability measure, and `∀ᵐ ω ∂μ` means "with probability one". The structure `IsRandomChain` holds the assumptions:

- `v_pos` and `w_pos` exclude broken bonds and negative hoppings. The signs of nonzero hoppings would change only the signs of the amplitudes $z_N$, not their moduli.
- `integrable` requires a finite mean of $|X_0|$. It limits how much weight the disorder may put on extremely large or small hopping ratios.
- `indep` makes the log-ratios of any two different cells independent, so correlated disorder between these ratios is excluded.
- `ident` gives every cell the same log-ratio law, so there is no systematic drift along the chain.
- `mean` identifies $\gamma$ with the expected log-ratio.

The hoppings $v_n$ and $w_n$ with the same index may be correlated, since only their ratio enters. `isRandomChain_witness` shows that any probability law on the real line with finite mean can serve as the law of $X_n$: it sets $v_n=1$ and $w_n=e^{x_n}$ with independent $x_n$. The two-valued example at the start is of this kind.

**The borderline.** At $\gamma=0$, `random_zeroMode` still gives the rate zero, but neither alternative applies, and `edgeState_iff` excludes this value. `abs_zeroMode_critical` shows what can happen there: if $v_n=w_n\neq0$ in every cell, then $|z_N|=1$ for all $N$, so the mode neither decays nor diverges.

**Finite samples.** The edge-state criterion concerns a semi-infinite chain. A simulated chain cut after a whole number of cells ends on a B site, whose equation reads $v_{N-1}a_{N-1}=0$ for $N$ cells. With nonzero hoppings this forces $a_0=0$, so such a chain has no exact zero mode, and a code should not expect an eigenvalue of exactly zero even when $\gamma>0$. The theorems also give no bound on how long a sample must be before its slope is close to $-\gamma$.

**Spectrum and topology.** The result concerns zero-energy solutions at one edge. It does not establish a spectral gap, describe states at other energies, or compute a winding number or real-space marker.
